# The imaginary-time propagator of a finite real symmetric Hamiltonian is diagonal in the energy eigenbasis

For a finite real symmetric matrix `H`, `propagator_eq` states that the imaginary-time propagator exp(−t(H − E₀)) equals U D Uᵀ. The columns of U are orthonormal eigenvectors of `H`, and D is diagonal with entries exp(−t(E_k − E₀)), where E_k are the eigenvalues. Both t and the energy shift E₀ may be any real numbers, so E₀ need not be the ground-state energy. The proof diagonalises the exponent, takes the exponential through the change of basis and into the diagonal, and is left to show, in the step `hf`, that the exponential of a real-valued function on the index set is taken value by value.

Lean 4 with Mathlib refuses this proof:

```lean
import Mathlib

open Matrix MeasureTheory Set Filter Topology

namespace PropagatorEq

noncomputable section

variable {n : Type*} [Fintype n] [DecidableEq n]

/-- The imaginary-time propagator `exp(-t(H - E₀))`. -/
def propagator (H : Matrix n n ℝ) (E₀ t : ℝ) : Matrix n n ℝ :=
  NormedSpace.exp ((-t) • (H - E₀ • (1 : Matrix n n ℝ)))

/-- The orthogonal matrix whose columns are energy eigenvectors of `H`. -/
def modes {H : Matrix n n ℝ} (hH : H.IsHermitian) : Matrix n n ℝ :=
  (hH.eigenvectorUnitary : Matrix n n ℝ)

/-- The energy eigenvectors are orthonormal and complete. -/
theorem modes_mul_transpose {H : Matrix n n ℝ} (hH : H.IsHermitian) :
    modes hH * (modes hH)ᵀ = 1 := by
  have h : modes hH * star (modes hH) = 1 :=
    Matrix.mem_unitaryGroup_iff.mp hH.eigenvectorUnitary.2
  rwa [star_eq_conjTranspose, conjTranspose_eq_transpose_of_trivial] at h

/-- For a real symmetric `H`, `H - E₀` is diagonal in the energy eigenbasis, with the eigenvalues of
`H` minus `E₀` as entries. -/
theorem shifted_eq {H : Matrix n n ℝ} (hH : H.IsHermitian) (E₀ : ℝ) :
    H - E₀ • (1 : Matrix n n ℝ) =
      modes hH * diagonal (fun k => hH.eigenvalues k - E₀) * (modes hH)ᵀ := by
  have h : H = modes hH * diagonal hH.eigenvalues * star (modes hH) :=
    hH.spectral_theorem.trans (Unitary.conjStarAlgAut_apply _ _)
  rw [star_eq_conjTranspose, conjTranspose_eq_transpose_of_trivial] at h
  have hd : diagonal (fun k => hH.eigenvalues k - E₀) =
      diagonal hH.eigenvalues - E₀ • (1 : Matrix n n ℝ) := by
    ext i j
    by_cases hij : i = j
    · subst hij
      simp
    · simp [hij]
  rw [hd, Matrix.mul_sub, Matrix.sub_mul, ← h, Matrix.mul_smul, Matrix.smul_mul,
    Matrix.mul_one, modes_mul_transpose]

/-- For a real symmetric `H`, the propagator is diagonal in the energy eigenbasis and multiplies the
mode with eigenvalue `E_k` by `exp(-t(E_k - E₀))`. -/
theorem propagator_eq {H : Matrix n n ℝ} (hH : H.IsHermitian) (E₀ t : ℝ) :
    propagator H E₀ t = modes hH *
      diagonal (fun k => Real.exp (-(t * (hH.eigenvalues k - E₀)))) * (modes hH)ᵀ := by
  have h1 := modes_mul_transpose hH
  have hinv : (modes hH)⁻¹ = (modes hH)ᵀ := Matrix.inv_eq_right_inv h1
  have hu : IsUnit (modes hH) :=
    (Matrix.isUnit_iff_isUnit_det _).2 (Matrix.isUnit_det_of_right_inverse h1)
  have hd : diagonal (fun k => -(t * (hH.eigenvalues k - E₀))) =
      (-t) • diagonal (fun k => hH.eigenvalues k - E₀) := by
    rw [← Matrix.diagonal_smul]
    congr 1
    funext k
    simp only [Pi.smul_apply, smul_eq_mul]
    ring
  have he : (-t) • (H - E₀ • (1 : Matrix n n ℝ)) =
      modes hH * diagonal (fun k => -(t * (hH.eigenvalues k - E₀))) * (modes hH)⁻¹ := by
    rw [hinv, shifted_eq hH, hd, Matrix.mul_smul, Matrix.smul_mul]
  have hf : NormedSpace.exp (fun k => -(t * (hH.eigenvalues k - E₀))) =
      fun k => Real.exp (-(t * (hH.eigenvalues k - E₀))) := by
    funext k
    rw [Pi.exp_apply, Real.exp_eq_exp_ℝ]
  rw [propagator, he, Matrix.exp_conj _ _ hu, Matrix.exp_diagonal, hinv, hf]

end

end PropagatorEq
```

Messages:

```
Main.lean:66:8: error(lean.unknownIdentifier): Unknown identifier `Pi.exp_apply`
```

What went wrong. The message says that Lean knows nothing by the name `Pi.exp_apply` in this file. The proof of `hf` called on it to say that the exponential of a function, evaluated at `k`, is the exponential of the function's value at `k`. The fact is true, but the rewrite cannot run without a lemma to cite.

The repair derives the fact from `NormedSpace.map_exp`, by which a continuous ring homomorphism commutes with the exponential. The homomorphism here is evaluation at `k`, `Pi.evalRingHom`, and `continuous_apply k` supplies its continuity. The result `h` is the missing equation, written with `NormedSpace.exp` on both sides. The goal has `Real.exp` on the right, so the rewrite with `Real.exp_eq_exp_ℝ`, kept from the first version, turns that into `NormedSpace.exp` too. Then `exact h` closes the goal, since applying `Pi.evalRingHom` at `k` to a function is by definition taking its value there. The added comment only explains the step.

The change, after which it compiles:

```diff
@@ -64,5 +64,9 @@
       fun k => Real.exp (-(t * (hH.eigenvalues k - E₀))) := by
     funext k
-    rw [Pi.exp_apply, Real.exp_eq_exp_ℝ]
+    -- evaluation at `k` is a continuous ring homomorphism
+    have h := NormedSpace.map_exp (Pi.evalRingHom (fun _ : n => ℝ) k) (continuous_apply k)
+      (fun k => -(t * (hH.eigenvalues k - E₀)))
+    rw [Real.exp_eq_exp_ℝ]
+    exact h
   rw [propagator, he, Matrix.exp_conj _ _ hu, Matrix.exp_diagonal, hinv, hf]
 
```
